# Christoffel matrices in all unit directions determine an elastic tensor

In linear elasticity, a plane sound wave in an unstressed, non-piezoelectric crystal, travelling along a unit vector $n$ with speed $v$ and polarisation $u$, obeys $\Gamma(n)u=\rho v^2u$. Here $\rho$ is the density and

$$\Gamma_{ik}(n)=\sum_{jl}C_{ijkl}\,n_jn_l$$

is the Christoffel matrix of the elastic tensor $C$. If $\Gamma(n)$ is known in every direction, is $C$ known too? The sum only sees the part of $C$ symmetric in $j$ and $l$, so the answer must come from the index symmetries of $C$.

The indices run over a type `ι`, which is `Fin 3` for a crystal.

```lean
import Mathlib

open Matrix

namespace ChristoffelHuang

noncomputable section

variable {ι : Type*}
```

## Symmetries and brackets

The energy depends on strain and not on rotation, which gives $C_{jikl}=C_{ijkl}$. The existence of an elastic energy density gives $C_{klij}=C_{ijkl}$. `IsElastic` contains these two conditions and no stability requirement.

```lean
/-- The index symmetries of an elastic tensor: the minor symmetry in the first pair of indices
and the major symmetry under exchange of the two pairs. -/
structure IsElastic (C : ι → ι → ι → ι → ℝ) : Prop where
  minor : ∀ i j k l, C j i k l = C i j k l
  major : ∀ i j k l, C k l i j = C i j k l
```

The part that a wave sees is the bracket $A_{ik,jl}=\tfrac12(C_{ijkl}+C_{ilkj})$. Lean takes its indices in the order `i k j l`.

```lean
/-- The bracket `A_ik,jl = (C_ijkl + C_ilkj) / 2`, with arguments in the order `i k j l`. -/
def bracket (C : ι → ι → ι → ι → ℝ) (i k j l : ι) : ℝ :=
  (C i j k l + C i l k j) / 2
```

Huang's formula combines three brackets into $A_{ik,jl}+A_{jk,il}-A_{ij,kl}$.

```lean
/-- The tensor `A_ik,jl + A_jk,il - A_ij,kl` built from brackets `A`. -/
def ofBracket (A : ι → ι → ι → ι → ℝ) (i j k l : ι) : ℝ :=
  A i k j l + A j k i l - A i j k l
```

## The Huang relation and its converse

Symmetry in the last pair follows from $C_{ijkl}=C_{klij}=C_{lkij}=C_{ijlk}$. Written out, twice Huang's combination is

$$C_{ijkl}+C_{ilkj}+C_{jikl}+C_{jlki}-C_{ikjl}-C_{iljk}.$$

Here $C_{jikl}=C_{ijkl}$, $C_{ilkj}=C_{iljk}$ and $C_{jlki}=C_{kijl}=C_{ikjl}$, so $2C_{ijkl}$ remains. In the proof, `hr` is the last-pair symmetry, `h1` to `h3` are the other exchanges, and `linarith` does the cancellation.

```lean
/-- Huang relation: a tensor with the elastic symmetries is recovered from its brackets,
`C_ijkl = A_ik,jl + A_jk,il - A_ij,kl`. -/
theorem huang_relation {C : ι → ι → ι → ι → ℝ} (hC : IsElastic C) (i j k l : ι) :
    C i j k l = bracket C i k j l + bracket C j k i l - bracket C i j k l := by
  -- symmetry in the last pair follows from the other two
  have hr : C i l k j = C i l j k :=
    (hC.major i l k j).symm.trans ((hC.minor j k i l).trans (hC.major i l j k))
  have h1 := hC.minor i j k l
  have h2 := hC.major k i j l
  have h3 := hC.minor i k j l
  unfold bracket
  linarith
```

Conversely, let $A$ satisfy $A_{ki,jl}=A_{ik,jl}$ and $A_{jl,ik}=A_{ik,jl}$. The second condition reflects the unstressed state: an initial stress $S$ would add $\delta_{ik}S_{jl}$ to the wave coefficients, which breaks it unless $S$ is isotropic.

Exchanging $i$ and $j$ in Huang's formula swaps its first two terms and preserves the third. Exchanging the pairs $ij$ and $kl$ preserves each term. The bracket of the result is half of

$$A_{ik,jl}+A_{jk,il}-A_{ij,kl}+A_{ik,lj}+A_{lk,ij}-A_{il,kj}=2A_{ik,jl}.$$

```lean
/-- If `A_ik,jl` is symmetric in its first pair and under exchange of the pairs, then the tensor
built from it by Huang's formula has the elastic symmetries, and its brackets are `A`. -/
theorem huang_converse {A : ι → ι → ι → ι → ℝ}
    (hpair : ∀ i k j l, A k i j l = A i k j l)
    (hswap : ∀ i k j l, A j l i k = A i k j l) :
    IsElastic (ofBracket A) ∧ bracket (ofBracket A) = A := by
  have hlast : ∀ i k j l, A i k l j = A i k j l := fun i k j l =>
    (hswap l j i k).trans ((hpair j l i k).trans (hswap i k j l))
  refine ⟨⟨fun i j k l => ?_, fun i j k l => ?_⟩, ?_⟩
  · unfold ofBracket
    linarith [hpair i j k l]
  · unfold ofBracket
    linarith [hpair i k l j, hlast i k j l, hpair i l k j, hswap i l k j,
      hpair j k i l, hswap i j k l]
  · funext i k j l
    unfold bracket ofBracket
    linarith [hlast i k j l, hpair k l i j, hswap i j k l, hswap i l k j, hpair j k i l]
```

## From unit directions to the whole tensor

The Christoffel matrix needs a finite index type. It is not divided by the density.

```lean
variable [Fintype ι]

/-- The Christoffel matrix `Γ_ik(n) = ∑_jl C_ijkl n_j n_l`, not divided by the density. -/
def christoffel (C : ι → ι → ι → ι → ℝ) (n : ι → ℝ) : Matrix ι ι ℝ :=
  Matrix.of fun i k => ∑ j, ∑ l, C i j k l * n j * n l
```

For $x\neq0$ put $c=\sqrt{\sum_i x_i^2}$. Then $x/c$ is a unit vector and $\Gamma(x/c)=c^{-2}\Gamma(x)$, which is `hom` in the proof. Agreement at $x/c$ therefore gives agreement at $x$; at $x=0$ both matrices vanish.

```lean
/-- Christoffel matrices that agree in all unit directions agree for all vectors. -/
theorem christoffel_eq_of_unit {C D : ι → ι → ι → ι → ℝ}
    (h : ∀ n : ι → ℝ, ∑ i, n i ^ 2 = 1 → christoffel C n = christoffel D n) (x : ι → ℝ) :
    christoffel C x = christoffel D x := by
  by_cases hx : x = 0
  · rw [hx]
    ext i k
    simp [christoffel]
  obtain ⟨a, ha⟩ := Function.ne_iff.mp hx
  have ha' : x a ≠ 0 := ha
  have hs : 0 < ∑ i, x i ^ 2 :=
    Finset.sum_pos' (fun i _ => sq_nonneg (x i)) ⟨a, Finset.mem_univ a, by positivity⟩
  obtain ⟨c, hc, hcs⟩ : ∃ c : ℝ, c ≠ 0 ∧ c ^ 2 = ∑ i, x i ^ 2 :=
    ⟨Real.sqrt (∑ i, x i ^ 2), (Real.sqrt_pos.mpr hs).ne', Real.sq_sqrt hs.le⟩
  have hu : ∑ i, (c⁻¹ • x) i ^ 2 = 1 := by
    simp only [Pi.smul_apply, smul_eq_mul, mul_pow, ← Finset.mul_sum]
    rw [inv_pow, hcs]
    exact inv_mul_cancel₀ hs.ne'
  -- the Christoffel matrix is homogeneous of degree two
  have hom : ∀ (E : ι → ι → ι → ι → ℝ) (i k : ι),
      christoffel E (c⁻¹ • x) i k = c⁻¹ ^ 2 * christoffel E x i k := by
    intro E i k
    simp only [christoffel, Matrix.of_apply, Pi.smul_apply, smul_eq_mul, Finset.mul_sum]
    exact Finset.sum_congr rfl fun j _ => Finset.sum_congr rfl fun l _ => by ring
  ext i k
  have h2 := congrFun (congrFun (h _ hu) i) k
  rw [hom, hom] at h2
  exact mul_left_cancel₀ (pow_ne_zero 2 (inv_ne_zero hc)) h2
```

For basis vectors, expanding the quadratic form gives

$$\Gamma_{ik}(e_j+e_l)-\Gamma_{ik}(e_j)-\Gamma_{ik}(e_l)=C_{ijkl}+C_{ilkj}=2A_{ik,jl}.$$

The expansion is `e`, and `h` evaluates each double sum. In unit directions, for $j\ne l$, this reads $A_{ik,jl}=\Gamma_{ik}\big((e_j+e_l)/\sqrt2\big)-\tfrac12\Gamma_{ik}(e_j)-\tfrac12\Gamma_{ik}(e_l)$; for $j=l$ it is $A_{ik,jj}=\Gamma_{ik}(e_j)$.

```lean
variable [DecidableEq ι]

/-- Polarisation: the brackets are read off from the Christoffel matrices of the basis vectors
`e_j`, `e_l` and of their sum. -/
theorem bracket_eq_christoffel (C : ι → ι → ι → ι → ℝ) (i k j l : ι) :
    bracket C i k j l =
      (christoffel C (Pi.single j 1 + Pi.single l 1) i k
        - christoffel C (Pi.single j 1) i k - christoffel C (Pi.single l 1) i k) / 2 := by
  have h : ∀ p q : ι, ∑ a, ∑ b, C i a k b * (Pi.single p 1 : ι → ℝ) a
      * (Pi.single q 1 : ι → ℝ) b = C i p k q := by
    intro p q
    refine (Finset.sum_eq_single p ?_ ?_).trans ((Finset.sum_eq_single q ?_ ?_).trans ?_)
    · intro a _ ha
      simp [Pi.single_eq_of_ne ha]
    · intro hp
      exact absurd (Finset.mem_univ _) hp
    · intro b _ hb
      simp [Pi.single_eq_of_ne hb]
    · intro hq
      exact absurd (Finset.mem_univ _) hq
    · simp
  -- expand the quadratic form on a sum of two vectors
  have e : ∀ x y : ι → ℝ, ∑ a, ∑ b, C i a k b * (x + y) a * (x + y) b =
      (∑ a, ∑ b, C i a k b * x a * x b) + (∑ a, ∑ b, C i a k b * x a * y b)
      + (∑ a, ∑ b, C i a k b * y a * x b) + ∑ a, ∑ b, C i a k b * y a * y b := by
    intro x y
    simp only [← Finset.sum_add_distrib, Pi.add_apply]
    exact Finset.sum_congr rfl fun a _ => Finset.sum_congr rfl fun b _ => by ring
  simp only [bracket, christoffel, Matrix.of_apply]
  rw [e]
  simp only [h]
  ring
```

Equal Christoffel matrices thus give equal brackets, and the Huang relation turns these into equal tensors. The hypothesis compares whole matrices; wave speeds alone supply only their eigenvalues. For lattice dynamics in the harmonic, unstressed and non-piezoelectric model, the long-wave acoustic matrices are compatible with at most one elastic tensor.

```lean
/-- Two tensors with the elastic symmetries whose Christoffel matrices agree in all unit
directions are equal. -/
theorem eq_of_christoffel_eq {C D : ι → ι → ι → ι → ℝ} (hC : IsElastic C) (hD : IsElastic D)
    (h : ∀ n : ι → ℝ, ∑ i, n i ^ 2 = 1 → christoffel C n = christoffel D n) : C = D := by
  have hb : ∀ i k j l, bracket C i k j l = bracket D i k j l := by
    intro i k j l
    simp only [bracket_eq_christoffel, christoffel_eq_of_unit h]
  funext i j k l
  rw [huang_relation hC, huang_relation hD, hb, hb, hb]
```

## The isotropic solid

With the Kronecker delta and real Lamé constants $\lambda,\mu$, the isotropic tensor is $\lambda\delta_{ij}\delta_{kl}+\mu(\delta_{ik}\delta_{jl}+\delta_{il}\delta_{jk})$.

```lean
/-- The Kronecker delta. -/
def delta (i j : ι) : ℝ := if i = j then 1 else 0

/-- The isotropic tensor `lam δ_ij δ_kl + mu (δ_ik δ_jl + δ_il δ_jk)` with Lamé constants
`lam` and `mu`. -/
def isotropic (lam mu : ℝ) (i j k l : ι) : ℝ :=
  lam * delta i j * delta k l + mu * (delta i k * delta j l + delta i l * delta j k)
```

Both symmetries follow from $\delta_{ij}=\delta_{ji}$.

```lean
omit [Fintype ι] in
/-- The Kronecker delta is symmetric. -/
theorem delta_symm (i j : ι) : delta i j = delta j i :=
  if_congr eq_comm rfl rfl

omit [Fintype ι] in
/-- The isotropic tensor has the elastic symmetries. -/
theorem isElastic_witness (lam mu : ℝ) :
    IsElastic (isotropic lam mu : ι → ι → ι → ι → ℝ) := by
  refine ⟨fun i j k l => ?_, fun i j k l => ?_⟩
  · unfold isotropic
    rw [delta_symm j i]
    ring
  · unfold isotropic
    rw [delta_symm k i, delta_symm l j, delta_symm k j, delta_symm l i]
    ring
```

Its three terms contribute $\lambda n_in_k$, $\mu\delta_{ik}\sum_jn_j^2$ and $\mu n_in_k$. For unit $n$, $\Gamma(n)=(\lambda+\mu)nn^{T}+\mu 1$. The proof sums over $l$ first (`inner`), then over $j$.

The coefficient of $n_1n_2$ in $\Gamma_{12}$ is $\lambda+\mu=C_{1122}+C_{1221}$. Taking it for $C_{1122}$ alone, which equals $\lambda$, would miss the term $C_{1221}=\mu$.

```lean
/-- In a unit direction `n` the isotropic tensor has the Christoffel matrix
`(lam + mu) n nᵀ + mu 1`. -/
theorem christoffel_isotropic (lam mu : ℝ) (n : ι → ℝ) (hn : ∑ i, n i ^ 2 = 1) :
    christoffel (isotropic lam mu) n = (lam + mu) • vecMulVec n n + mu • 1 := by
  have s : ∀ (a : ι) (f : ι → ℝ), ∑ b, delta a b * f b = f a := by
    intro a f
    simp [delta]
  ext i k
  -- sum over the last index first
  have inner : ∀ j, ∑ l, isotropic lam mu i j k l * n j * n l =
      delta i j * (lam * n j * n k) + mu * delta i k * n j ^ 2
        + delta k j * (mu * n i * n j) := by
    intro j
    calc ∑ l, isotropic lam mu i j k l * n j * n l
        = lam * delta i j * n j * (∑ l, delta k l * n l)
          + mu * delta i k * n j * (∑ l, delta j l * n l)
          + mu * delta j k * n j * (∑ l, delta i l * n l) := by
          simp only [Finset.mul_sum, ← Finset.sum_add_distrib, isotropic]
          exact Finset.sum_congr rfl fun l _ => by ring
      _ = _ := by
          rw [s k n, s j n, s i n, delta_symm j k]
          ring
  simp only [christoffel, Matrix.of_apply, inner, Finset.sum_add_distrib, s]
  rw [← Finset.mul_sum, hn]
  simp only [Matrix.add_apply, Matrix.smul_apply, vecMulVec_apply, smul_eq_mul,
    Matrix.one_apply, delta]
  ring
```

Uniqueness now identifies the tensor from this matrix. In one dimension only $\lambda+2\mu$ enters, so the tensor is fixed but the two constants are not.

```lean
/-- A tensor with the elastic symmetries whose Christoffel matrix is `(lam + mu) n nᵀ + mu 1`
in every unit direction `n` is the isotropic tensor with Lamé constants `lam` and `mu`. -/
theorem eq_isotropic {C : ι → ι → ι → ι → ℝ} (hC : IsElastic C) (lam mu : ℝ)
    (h : ∀ n : ι → ℝ, ∑ i, n i ^ 2 = 1 →
      christoffel C n = (lam + mu) • vecMulVec n n + mu • 1) :
    C = isotropic lam mu :=
  eq_of_christoffel_eq hC (isElastic_witness lam mu) fun n hn =>
    (h n hn).trans (christoffel_isotropic lam mu n hn).symm
```

## Major symmetry alone is too weak

In two dimensions take $\delta_{ij}\delta_{kl}-\delta_{il}\delta_{jk}$.

```lean
/-- The tensor `δ_ij δ_kl - δ_il δ_jk` in two dimensions. -/
def nullTensor (i j k l : Fin 2) : ℝ := delta i j * delta k l - delta i l * delta j k
```

It lacks the minor symmetry, since its component $2112$ is $-1$ and its component $1212$ is $0$, so it is not the elastic tensor of a material. It has the major symmetry, and its component $1122$ (`0 0 1 1` in Lean) equals $1$. Yet $\Gamma_{ik}(n)=n_in_k-n_kn_i=0$ for every $n$, just as for the zero tensor.

```lean
/-- The major symmetry alone does not suffice: `nullTensor` has it and is nonzero, but its
Christoffel matrix vanishes for every vector. -/
theorem minor_symmetry_needed :
    (∀ i j k l, nullTensor k l i j = nullTensor i j k l) ∧ nullTensor ≠ 0 ∧
      ∀ n, christoffel nullTensor n = 0 := by
  refine ⟨fun i j k l => ?_, fun h => ?_, fun n => ?_⟩
  · unfold nullTensor
    rw [delta_symm k j, delta_symm l i]
    ring
  · have h1 := congrFun (congrFun (congrFun (congrFun h 0) 0) 1) 1
    simp [nullTensor, delta] at h1
  · ext i k
    fin_cases i <;> fin_cases k <;>
      simp [christoffel, nullTensor, delta, Fin.sum_univ_two] <;> ring

end

end ChristoffelHuang
```

```lean
#print axioms ChristoffelHuang.huang_converse
#print axioms ChristoffelHuang.eq_of_christoffel_eq
#print axioms ChristoffelHuang.eq_isotropic
#print axioms ChristoffelHuang.minor_symmetry_needed
```

```
'ChristoffelHuang.huang_converse' depends on axioms: [propext, Classical.choice, Quot.sound]
'ChristoffelHuang.eq_of_christoffel_eq' depends on axioms: [propext, Classical.choice, Quot.sound]
'ChristoffelHuang.eq_isotropic' depends on axioms: [propext, Classical.choice, Quot.sound]
'ChristoffelHuang.minor_symmetry_needed' depends on axioms: [propext, Classical.choice, Quot.sound]
```
